# The harmonic zero-point correction to a quadratic shielding surface is proportional to its curvature

An NMR shielding is usually computed with the nuclei held at their equilibrium positions. Real nuclei keep moving even at zero temperature, so a measurement sees the shielding averaged over that motion. At zero temperature, the difference between the average and the equilibrium value is the zero-point correction. Its sign and its change when hydrogen is replaced by deuterium both matter when a computed shielding is compared with experiment.

Take one harmonic vibration in its ground state, with coordinate x measured from equilibrium, force constant k > 0 and mass m > 0, in units with ħ = 1. Let the shielding along x be a quadratic with value s0, slope s1 and curvature s2 at x = 0. The correction is then s2/(4√(km)). Within this model, it is the amount to add to a shielding computed with the nuclei clamped at equilibrium.

```lean
import Mathlib

open MeasureTheory Real

namespace ZeroPointShielding

noncomputable section
```

## The oscillator state and its averages

The harmonic ground state is a Gaussian, written here without its normalisation factor:

ψ(x) = exp(−√(km) x²/2)

```lean
/-- The unnormalized Gaussian state of an oscillator with force constant `k` and mass `m`,
in units with `ħ = 1`. -/
def groundState (k m x : ℝ) : ℝ := exp (-√(k * m) * x ^ 2 / 2)
```

The vibrational average of a function f of the coordinate is its quantum expectation value. Since ψ is unnormalised, the integral of ψ² appears in the denominator:

⟨f⟩ = ∫ f(x) ψ(x)² dx / ∫ ψ(x)² dx

```lean
/-- The expectation value of a function `f` of the coordinate in the Gaussian state, for `k, m > 0`,
where the integral in the denominator is positive. -/
def vibAverage (k m : ℝ) (f : ℝ → ℝ) : ℝ :=
  (∫ x, f x * groundState k m x ^ 2) / ∫ x, groundState k m x ^ 2
```

The shielding surface is expanded to second order, with the factor 1/2 written out so that s2 is the second derivative at equilibrium:

σ(x) = s0 + s1 x + s2 x²/2

```lean
/-- The shielding as a function of the displacement `x`, expanded to second order with value
`s0`, slope `s1` and curvature `s2` at equilibrium. -/
def shielding (s0 s1 s2 x : ℝ) : ℝ := s0 + s1 * x + s2 * x ^ 2 / 2
```

The correction is the average minus the equilibrium value, ⟨σ⟩ − σ(0). It is defined for any function `σ`, quadratic or not. A positive value means more shielding, and hence a lower chemical shift for a fixed reference.

```lean
/-- The zero-point correction to a property surface `σ`: its vibrational average minus its
value at the equilibrium geometry, for `k, m > 0`. -/
def zeroPointCorrection (k m : ℝ) (σ : ℝ → ℝ) : ℝ := vibAverage k m σ - σ 0
```

## The Gaussian solves the Schrödinger equation

Differentiating twice gives

ψ′(x) = −√(km) x ψ(x)

ψ″(x) = (km x² − √(km)) ψ(x)

Multiply the second line by −1/(2m) and add the potential energy term (k/2) x² ψ(x). The terms in x² cancel, and what remains is √(km)/(2m) · ψ(x). Because √(km)/m = √(k/m) = ω, this is

−ψ″(x)/(2m) + (k/2) x² ψ(x) = (ω/2) ψ(x)

```lean
/-- For `k, m > 0` the Gaussian state solves the Schrödinger equation of the harmonic
oscillator with energy `ω / 2`, where `ω = √(k / m)`. -/
theorem groundState_schrodinger {k m : ℝ} (hk : 0 < k) (hm : 0 < m) (x : ℝ) :
    -(1 / (2 * m)) * deriv (deriv (groundState k m)) x + k / 2 * x ^ 2 * groundState k m x
      = √(k / m) / 2 * groundState k m x := by
  have hs : √(k * m) * √(k * m) = k * m := Real.mul_self_sqrt (by positivity)
  have hω : √(k / m) = √(k * m) / m := by
    rw [show k / m = k * m / m ^ 2 by field_simp, Real.sqrt_div (by positivity),
      Real.sqrt_sq hm.le]
  have h1 : ∀ y, HasDerivAt (groundState k m) (-√(k * m) * y * groundState k m y) y := by
    intro y
    have hp : HasDerivAt (fun z : ℝ => z ^ 2) (2 * y) y := by simpa using hasDerivAt_pow 2 y
    have h := ((hp.const_mul (-√(k * m))).div_const 2).exp
    exact h.congr_deriv (by unfold groundState; ring)
  have h2 : deriv (groundState k m) = fun y => -√(k * m) * y * groundState k m y :=
    funext fun y => (h1 y).deriv
  -- the second derivative produces the potential and the constant energy
  have h3 : HasDerivAt (fun y => -√(k * m) * y * groundState k m y)
      ((k * m * x ^ 2 - √(k * m)) * groundState k m x) x :=
    (((hasDerivAt_id' x).const_mul (-√(k * m))).fun_mul (h1 x)).congr_deriv (by
      linear_combination (x ^ 2 * groundState k m x) * hs)
  rw [h2, h3.deriv, hω]
  field_simp
  ring
```

The statement holds at every point x. In the proof, `h1` is the first derivative, `h2` turns it into an equality of functions so that it can be differentiated again, and `h3` is the second derivative, with `hs` replacing the squared root by km. The theorem gives the eigenvalue equation; that ω/2 is the lowest level is the familiar textbook fact behind the name `groundState`.

## Density and moments

Squaring the state doubles the exponent:

ψ(x)² = exp(−√(km) x²)

```lean
/-- The unnormalized probability density of the Gaussian state is `exp (-√(k m) x²)`. -/
theorem groundState_sq (k m x : ℝ) :
    groundState k m x ^ 2 = exp (-√(k * m) * x ^ 2) := by
  unfold groundState
  rw [sq (exp _), ← Real.exp_add]
  congr 1
  ring
```

Write a = √(km). The Gaussian integral gives the denominator of the average,

N = ∫ exp(−a x²) dx = √(π/a) > 0

```lean
/-- For `k, m > 0` the integral of the squared Gaussian state is positive. -/
theorem norm_pos {k m : ℝ} (hk : 0 < k) (hm : 0 < m) :
    0 < ∫ x, groundState k m x ^ 2 := by
  simp_rw [groundState_sq, integral_gaussian]
  positivity
```

The name `norm_pos` refers to this integral, which is the square of the usual Hilbert-space norm. Its positivity permits the division by N later on.

The moments follow from two total derivatives:

d/dx exp(−a x²) = −2a x exp(−a x²)

d/dx [x exp(−a x²)] = exp(−a x²) − 2a x² exp(−a x²)

Both differentiated functions vanish at ±∞, so the right-hand sides integrate to zero over the line. The first gives

∫ x exp(−a x²) dx = 0

and the second gives

∫ x² exp(−a x²) dx = N/(2a)

After division by N, the mean displacement is 0 and the mean square displacement is 1/(2a).

```lean
/-- For `a > 0` the Gaussian weight `exp (-a x²)` has a convergent second moment, a vanishing first
moment, and a second moment equal to its total integral divided by `2 a`. -/
theorem gaussian_moments {a : ℝ} (ha : 0 < a) :
    Integrable (fun x : ℝ => x ^ 2 * exp (-a * x ^ 2)) ∧
    (∫ x : ℝ, x * exp (-a * x ^ 2)) = 0 ∧
    (∫ x : ℝ, x ^ 2 * exp (-a * x ^ 2)) = (∫ x : ℝ, exp (-a * x ^ 2)) / (2 * a) := by
  have i0 := integrable_exp_neg_mul_sq ha
  have i1 := integrable_mul_exp_neg_mul_sq ha
  have i2 : Integrable (fun x : ℝ => x ^ 2 * exp (-a * x ^ 2)) := by
    have h := integrable_rpow_mul_exp_neg_mul_sq ha (s := 2) (by norm_num)
    simpa using h
  have d0 : ∀ x : ℝ, HasDerivAt (fun y : ℝ => exp (-a * y ^ 2))
      (-2 * a * (x * exp (-a * x ^ 2))) x := by
    intro x
    have hp : HasDerivAt (fun z : ℝ => z ^ 2) (2 * x) x := by simpa using hasDerivAt_pow 2 x
    exact (hp.const_mul (-a)).exp.congr_deriv (by ring)
  have d1 : ∀ x : ℝ, HasDerivAt (fun y : ℝ => y * exp (-a * y ^ 2))
      (exp (-a * x ^ 2) - 2 * a * (x ^ 2 * exp (-a * x ^ 2))) x := fun x =>
    ((hasDerivAt_id' x).fun_mul (d0 x)).congr_deriv (by ring)
  -- total derivatives of decaying functions integrate to zero
  have h1 := integral_eq_zero_of_hasDerivAt_of_integrable d0 (i1.const_mul (-2 * a)) i0
  have h2 := integral_eq_zero_of_hasDerivAt_of_integrable d1 (i0.sub (i2.const_mul (2 * a))) i1
  rw [integral_const_mul] at h1
  rw [integral_sub i0 (i2.const_mul (2 * a)), integral_const_mul] at h2
  refine ⟨i2, (mul_eq_zero.mp h1).resolve_left (mul_ne_zero (by norm_num) ha.ne'), ?_⟩
  rw [eq_div_iff (by positivity)]
  linarith
```

The theorem states the moments for the unnormalised weight, together with convergence of the second one. The facts `d0` and `d1` are the two derivatives above, and `h1` and `h2` are their vanishing integrals. The Mathlib lemma used there asks that both the function and its derivative be integrable, which `i0`, `i1` and `i2` supply.

## The averaged shielding

Inserting the quadratic surface and using the moments,

∫ σ(x) ψ(x)² dx = s0 N + s1 · 0 + (s2/2) · N/(2a)

Dividing by N and restoring a = √(km),

⟨σ⟩ = s0 + s2/(4√(km))

The slope drops out because the density is symmetric about equilibrium.

```lean
/-- For `k, m > 0` the vibrational average of the second-order shielding surface converges
and equals `s0 + s2 / (4 √(k m))`. -/
theorem vibAverage_shielding {k m : ℝ} (hk : 0 < k) (hm : 0 < m) (s0 s1 s2 : ℝ) :
    Integrable (fun x => shielding s0 s1 s2 x * groundState k m x ^ 2) ∧
    vibAverage k m (shielding s0 s1 s2) = s0 + s2 / (4 * √(k * m)) := by
  have ha : 0 < √(k * m) := by positivity
  have hN := norm_pos hk hm
  unfold vibAverage
  simp_rw [groundState_sq] at hN ⊢
  obtain ⟨i2, m1, m2⟩ := gaussian_moments ha
  have i0 := (integrable_exp_neg_mul_sq ha).const_mul s0
  have i1 := (integrable_mul_exp_neg_mul_sq ha).const_mul s1
  have i01 : Integrable (fun x : ℝ => s0 * exp (-√(k * m) * x ^ 2)
      + s1 * (x * exp (-√(k * m) * x ^ 2))) := i0.add i1
  have e : (fun x => shielding s0 s1 s2 x * exp (-√(k * m) * x ^ 2)) =
      fun x => (s0 * exp (-√(k * m) * x ^ 2) + s1 * (x * exp (-√(k * m) * x ^ 2)))
        + s2 / 2 * (x ^ 2 * exp (-√(k * m) * x ^ 2)) := by
    funext x
    unfold shielding
    ring
  rw [e]
  refine ⟨i01.add (i2.const_mul (s2 / 2)), ?_⟩
  -- the slope drops out and the curvature meets the mean square displacement
  rw [integral_add i01 (i2.const_mul (s2 / 2)), integral_add i0 i1, integral_const_mul,
    integral_const_mul, integral_const_mul, m1, m2, div_eq_iff hN.ne']
  ring
```

The theorem has two parts: the integral in the numerator converges, and the average has the stated value. The equation `e` splits the integrand into its constant, linear and quadratic terms. The final rewriting integrates them separately, inserts the moments `m1` and `m2`, and clears the denominator.

Subtracting σ(0) = s0 leaves the correction:

⟨σ⟩ − σ(0) = s2/(4√(km))

```lean
/-- For `k, m > 0` the zero-point correction to the second-order shielding surface is
`s2 / (4 √(k m))`. -/
theorem correction_eq {k m : ℝ} (hk : 0 < k) (hm : 0 < m) (s0 s1 s2 : ℝ) :
    zeroPointCorrection k m (shielding s0 s1 s2) = s2 / (4 * √(k * m)) := by
  unfold zeroPointCorrection
  rw [(vibAverage_shielding hk hm s0 s1 s2).2]
  simp [shielding]
```

With ħ restored, the right-hand side is multiplied by ħ. For k = m = 1 in the present units the correction is s2/4. In the limit m → ∞ at fixed k it tends to zero, and the clamped-nucleus value s0 is recovered.

## Sign and isotope dependence

The denominator 4√(km) is positive, so the correction has the sign of s2:

⟨σ⟩ − σ(0) > 0 exactly when s2 > 0

⟨σ⟩ − σ(0) < 0 exactly when s2 < 0

```lean
/-- For `k, m > 0` the zero-point correction to the second-order shielding surface is positive
exactly when the curvature `s2` is positive, and negative exactly when `s2` is negative. -/
theorem correction_sign {k m : ℝ} (hk : 0 < k) (hm : 0 < m) (s0 s1 s2 : ℝ) :
    (0 < zeroPointCorrection k m (shielding s0 s1 s2) ↔ 0 < s2) ∧
    (zeroPointCorrection k m (shielding s0 s1 s2) < 0 ↔ s2 < 0) := by
  have h : 0 < 4 * √(k * m) := by positivity
  rw [correction_eq hk hm]
  constructor
  · rw [lt_div_iff₀ h, zero_mul]
  · rw [div_lt_iff₀ h, zero_mul]
```

Now replace the mass m by m′ and keep k, s0, s1 and s2. This expresses the Born–Oppenheimer picture, in which the potential and the shielding surface are obtained with the nuclei held fixed and do not depend on the nuclear masses. Write Δ(m) for the correction at mass m. Then

Δ(m′) = s2/(4√(km′)) = √(m/m′) · s2/(4√(km)) = √(m/m′) Δ(m)

```lean
/-- Isotopic substitution `m → m'` at fixed positive force constant, with both masses positive,
multiplies the correction to the second-order shielding surface by `√(m / m')`. -/
theorem correction_isotope {k m m' : ℝ} (hk : 0 < k) (hm : 0 < m) (hm' : 0 < m')
    (s0 s1 s2 : ℝ) :
    zeroPointCorrection k m' (shielding s0 s1 s2)
      = √(m / m') * zeroPointCorrection k m (shielding s0 s1 s2) := by
  have h1 : √k ≠ 0 := (Real.sqrt_pos.mpr hk).ne'
  have h2 : √m ≠ 0 := (Real.sqrt_pos.mpr hm).ne'
  have h3 : √m' ≠ 0 := (Real.sqrt_pos.mpr hm').ne'
  rw [correction_eq hk hm', correction_eq hk hm, Real.sqrt_mul hk.le, Real.sqrt_mul hk.le,
    Real.sqrt_div hm.le]
  field_simp
```

The proof splits √(km) and √(km′) into √k times the root of the mass, and √(m/m′) into a quotient of roots, after which the common factors cancel. Doubling the mass multiplies the correction by 1/√2, about 0.71. The relevant mass is that of the vibrational coordinate, which for a diatomic molecule is the reduced mass and not the mass of the substituted atom.

If m < m′ then √(km) < √(km′), and for s2 ≠ 0

|Δ(m′)| = |s2|/(4√(km′)) < |s2|/(4√(km)) = |Δ(m)|

```lean
/-- At fixed force constant `k > 0` and nonzero curvature `s2`, raising the mass from `m > 0` to
`m' > m` strictly reduces the magnitude of the zero-point correction to the second-order shielding
surface. -/
theorem correction_shrinks {k m m' : ℝ} (hk : 0 < k) (hm : 0 < m) (h : m < m')
    (s0 s1 : ℝ) {s2 : ℝ} (hs : s2 ≠ 0) :
    |zeroPointCorrection k m' (shielding s0 s1 s2)|
      < |zeroPointCorrection k m (shielding s0 s1 s2)| := by
  have hm' : 0 < m' := hm.trans h
  have hlt : √(k * m) < √(k * m') :=
    Real.sqrt_lt_sqrt (by positivity) (mul_lt_mul_of_pos_left h hk)
  have p : 0 < 4 * √(k * m) := by positivity
  have p' : 0 < 4 * √(k * m') := by positivity
  rw [correction_eq hk hm', correction_eq hk hm, abs_div, abs_div, abs_of_pos p, abs_of_pos p']
  exact div_lt_div_of_pos_left (abs_pos.mpr hs) p (by linarith)
```

The condition s2 ≠ 0 is needed for the strict inequality: with s2 = 0 both corrections vanish, and the claim would read 0 < 0.

## Surfaces that are not quadratic

Part of the sign rule survives for a general surface σ. Suppose that the average converges and that the mean of σ over each pair of opposite displacements is at least its equilibrium value:

σ(0) ≤ (σ(x) + σ(−x))/2 for all x

Every convex surface satisfies this, and so does the quadratic one when s2 ≥ 0. Since ψ² is even, σ(x) and σ(−x) have the same weighted integral, so

2 ∫ σ(x) ψ(x)² dx = ∫ (σ(x) + σ(−x)) ψ(x)² dx ≥ 2 σ(0) N

Dividing by 2N gives ⟨σ⟩ ≥ σ(0), so the correction is nonnegative.

```lean
/-- Let `k, m > 0` and let `σ` be any surface with a convergent vibrational average. If the mean
of `σ` over opposite displacements is never below `σ 0`, the correction is nonnegative. -/
theorem correction_nonneg {k m : ℝ} (hk : 0 < k) (hm : 0 < m) {σ : ℝ → ℝ}
    (hi : Integrable (fun x => σ x * groundState k m x ^ 2))
    (hσ : ∀ x, σ 0 ≤ (σ x + σ (-x)) / 2) :
    0 ≤ zeroPointCorrection k m σ := by
  have even : ∀ x, groundState k m (-x) = groundState k m x := fun x => by
    simp [groundState]
  have iN : Integrable (fun x => groundState k m x ^ 2) := by
    simp_rw [groundState_sq]
    exact integrable_exp_neg_mul_sq (by positivity)
  -- the density is even, so the reflected surface has the same average
  have ir : Integrable (fun x => σ (-x) * groundState k m x ^ 2) := by
    simpa only [even] using hi.comp_neg
  have hr : ∫ x, σ (-x) * groundState k m x ^ 2 = ∫ x, σ x * groundState k m x ^ 2 := by
    have h := integral_neg_eq_self (fun x => σ x * groundState k m x ^ 2) volume
    simpa only [even] using h
  have hmono : ∫ x, 2 * σ 0 * groundState k m x ^ 2 ≤
      ∫ x, (σ x * groundState k m x ^ 2 + σ (-x) * groundState k m x ^ 2) := by
    refine integral_mono (iN.const_mul (2 * σ 0)) (hi.add ir) (fun x => ?_)
    have h := mul_le_mul_of_nonneg_right (hσ x) (sq_nonneg (groundState k m x))
    show 2 * σ 0 * groundState k m x ^ 2 ≤
      σ x * groundState k m x ^ 2 + σ (-x) * groundState k m x ^ 2
    linarith
  rw [integral_const_mul, integral_add hi ir, hr] at hmono
  unfold zeroPointCorrection vibAverage
  rw [sub_nonneg, le_div_iff₀ (norm_pos hk hm)]
  linarith

end

end ZeroPointShielding
```

Here `hi` is the convergence hypothesis and `hσ` the condition on opposite displacements; no smoothness of σ is required. The fact `hr` is the reflection symmetry of the weighted integral, and `hmono` is the integrated inequality.

Without `hi` the statement fails, even for smooth surfaces. Take σ(x) = exp(√(km) x²), which satisfies `hσ`. The weighted integrand σψ² is then 1 everywhere and its integral diverges. Lean assigns the value 0 to such an integral, so the formal correction is 0 − 1 = −1.

Applying the formula s2/(4√(km)) to a real molecule or crystal assumes that the motion is a single harmonic vibration in its ground state and that the shielding is quadratic over the range of that motion. In an anharmonic potential the mean displacement is generally not zero, and the slope s1 then contributes as well. In a system with several modes, an isotopic substitution can also change the direction of the vibration, and with it the effective curvature s2.

```lean
#print axioms ZeroPointShielding.correction_sign
-- 'ZeroPointShielding.correction_sign' depends on axioms: [propext, Classical.choice, Quot.sound]
#print axioms ZeroPointShielding.correction_isotope
-- 'ZeroPointShielding.correction_isotope' depends on axioms: [propext, Classical.choice, Quot.sound]
#print axioms ZeroPointShielding.correction_shrinks
-- 'ZeroPointShielding.correction_shrinks' depends on axioms: [propext, Classical.choice, Quot.sound]
#print axioms ZeroPointShielding.correction_nonneg
-- 'ZeroPointShielding.correction_nonneg' depends on axioms: [propext, Classical.choice, Quot.sound]
```
